# For two or more atoms, a one-atom function φ from a space V has a pair sum quadratic in V-densities exactly when φ² lies in V plus constants

An interatomic potential can be built by summing functions over the neighbours of an atom and multiplying the sums, but the square of such a density then contains each neighbour's product with itself as well as the products for two different neighbours. The file below determines when a model of second order in the densities can remove these self-interaction terms exactly, for a fixed number of at least two neighbours, when equality is required for all lists of neighbour states, including those in which states coincide.

```lean
import Mathlib

open Finset

namespace DensityProductSelfInteraction

noncomputable section

variable {X : Type*}

/-- The atomic sum of a one-atom function `f` over a configuration of `N` atoms. -/
def atomSum (N : ℕ) (f : X → ℝ) (x : Fin N → X) : ℝ := ∑ i, f (x i)

/-- The sum of `φ(x_i) φ(x_j)` over all ordered pairs of different atoms. -/
def pairSum (N : ℕ) (φ : X → ℝ) (x : Fin N → X) : ℝ :=
  ∑ i, ∑ j ∈ univ.erase i, φ (x i) * φ (x j)

/-- The linear combinations of the constant 1, atomic sums of functions in `V`, and products
of two such atomic sums. -/
def quadraticModels (N : ℕ) (V : Submodule ℝ (X → ℝ)) : Submodule ℝ ((Fin N → X) → ℝ) :=
  Submodule.span ℝ {F | (F = fun _ => 1) ∨ (∃ f ∈ V, F = atomSum N f) ∨
    ∃ f ∈ V, ∃ g ∈ V, F = fun x => atomSum N f x * atomSum N g x}

/-- The one-atom function `h` is a member of `V` plus a constant. -/
def InPlusConstants (V : Submodule ℝ (X → ℝ)) (h : X → ℝ) : Prop :=
  ∃ v ∈ V, ∃ c : ℝ, ∀ x, h x = v x + c

/-- The configuration with one atom at `y`, one at `z` and the other `n` atoms at `o`. -/
def twoMoved (n : ℕ) (o y z : X) : Fin (n + 2) → X :=
  Matrix.vecCons y (Matrix.vecCons z fun _ => o)

/-- The atomic sum over a configuration with atoms at `y` and `z` and `n` atoms at `o`. -/
theorem atomSum_twoMoved (n : ℕ) (f : X → ℝ) (o y z : X) :
    atomSum (n + 2) f (twoMoved n o y z) = f y + f z + n * f o := by
  simp only [atomSum, twoMoved, Fin.sum_univ_succ, Matrix.cons_val_zero,
    Matrix.cons_val_succ, Finset.sum_const, Finset.card_univ, Fintype.card_fin, nsmul_eq_mul]
  ring

/-- The pair sum is the square of the total density minus the self-interaction, which is the
atomic sum of `φ²`. -/
theorem pairSum_eq (N : ℕ) (φ : X → ℝ) :
    pairSum N φ =
      (fun x => atomSum N φ x * atomSum N φ x) - atomSum N (fun y => φ y ^ 2) := by
  funext x
  have h : ∀ i, ∑ j ∈ univ.erase i, φ (x i) * φ (x j)
      = φ (x i) * ∑ j, φ (x j) - φ (x i) ^ 2 := by
    intro i
    have key := Finset.add_sum_erase univ (fun j => φ (x i) * φ (x j)) (mem_univ i)
    simp only [← Finset.mul_sum] at key ⊢
    linear_combination key
  simp only [Pi.sub_apply, pairSum, atomSum, h, Finset.sum_sub_distrib, Finset.sum_mul]

/-- For every quadratic model `F`, a fixed combination of its values with two, one and no atoms
moved from `o` to `x` is, as a function of `x`, a member of `V` plus a constant. -/
theorem extrapolation_mem {n : ℕ} {V : Submodule ℝ (X → ℝ)} (o : X)
    {F : (Fin (n + 2) → X) → ℝ} (hF : F ∈ quadraticModels (n + 2) V) :
    InPlusConstants V (fun x => 2 * F (twoMoved n o x o) - 1 / 2 * F (twoMoved n o x x)
      - 3 / 2 * F (twoMoved n o o o)) := by
  unfold quadraticModels at hF
  induction hF using Submodule.span_induction with
  | mem F h =>
    rcases h with rfl | ⟨f, hf, rfl⟩ | ⟨f, hf, g, hg, rfl⟩
    · exact ⟨0, V.zero_mem, 0, fun x => by norm_num [Pi.zero_apply]⟩
    · refine ⟨f, hf, -f o, fun x => ?_⟩
      simp only [atomSum_twoMoved]
      ring
    · -- the terms quadratic in the displacement cancel
      refine ⟨(((n : ℝ) + 2) * f o) • g + (((n : ℝ) + 2) * g o) • f,
        V.add_mem (V.smul_mem _ hg) (V.smul_mem _ hf),
        -(2 * ((n : ℝ) + 2) * f o * g o), fun x => ?_⟩
      simp only [atomSum_twoMoved, Pi.add_apply, Pi.smul_apply, smul_eq_mul]
      ring
  | zero => exact ⟨0, V.zero_mem, 0, fun x => by simp⟩
  | add F G _ _ ihF ihG =>
    obtain ⟨v, hv, c, h⟩ := ihF
    obtain ⟨w, hw, d, k⟩ := ihG
    refine ⟨v + w, V.add_mem hv hw, c + d, fun x => ?_⟩
    have h1 := h x
    have h2 := k x
    simp only [Pi.add_apply] at h1 h2 ⊢
    linear_combination h1 + h2
  | smul a F _ ih =>
    obtain ⟨v, hv, c, h⟩ := ih
    refine ⟨a • v, V.smul_mem a hv, a * c, fun x => ?_⟩
    have h1 := h x
    simp only [Pi.smul_apply, smul_eq_mul] at h1 ⊢
    linear_combination a * h1

/-- For at least two atoms, the atomic sum of a one-atom function `h` is a quadratic model
if and only if `h` is a member of `V` plus a constant. -/
theorem atomSum_mem_iff {N : ℕ} (hN : 2 ≤ N) (V : Submodule ℝ (X → ℝ)) (h : X → ℝ) :
    atomSum N h ∈ quadraticModels N V ↔ InPlusConstants V h := by
  constructor
  · intro hF
    obtain ⟨n, rfl⟩ : ∃ n, N = n + 2 := ⟨N - 2, by omega⟩
    rcases isEmpty_or_nonempty X with hX | ⟨⟨o⟩⟩
    · exact ⟨0, V.zero_mem, 0, fun x => isEmptyElim x⟩
    · -- on an atomic sum the extrapolation returns `h x - h o`
      obtain ⟨v, hv, c, hc⟩ := extrapolation_mem o hF
      refine ⟨v, hv, c + h o, fun x => ?_⟩
      have key := hc x
      simp only [atomSum_twoMoved] at key
      linear_combination key
  · rintro ⟨v, hv, c, hc⟩
    have e : atomSum N h = atomSum N v + ((N : ℝ) * c) • (fun _ => (1 : ℝ)) := by
      funext x
      simp [atomSum, hc, Finset.sum_add_distrib]
    rw [e]
    exact Submodule.add_mem _ (Submodule.subset_span (Or.inr (Or.inl ⟨v, hv, rfl⟩)))
      (Submodule.smul_mem _ _ (Submodule.subset_span (Or.inl rfl)))

/-- For at least two atoms and a density `φ` in `V`, the pair sum of `φ(x_i) φ(x_j)` over
different atoms is a quadratic model if and only if `φ²` is a member of `V` plus a constant. -/
theorem pairSum_mem_iff {N : ℕ} (hN : 2 ≤ N) {V : Submodule ℝ (X → ℝ)} {φ : X → ℝ}
    (hφ : φ ∈ V) :
    pairSum N φ ∈ quadraticModels N V ↔ InPlusConstants V (fun x => φ x ^ 2) := by
  have hP : (fun x => atomSum N φ x * atomSum N φ x) ∈ quadraticModels N V :=
    Submodule.subset_span (Or.inr (Or.inr ⟨φ, hφ, φ, hφ, rfl⟩))
  rw [← atomSum_mem_iff hN, pairSum_eq]
  constructor
  · intro h
    have key := Submodule.sub_mem _ hP h
    rwa [sub_sub_cancel] at key
  · intro h
    exact Submodule.sub_mem _ hP h

/-- For at least two atoms and models built from the single density `φ`, the pair sum is
a quadratic model if and only if `φ` takes at most two values. -/
theorem single_density_iff {N : ℕ} (hN : 2 ≤ N) (φ : X → ℝ) :
    pairSum N φ ∈ quadraticModels N (Submodule.span ℝ {φ}) ↔
      ∃ a b : ℝ, ∀ x, φ x = a ∨ φ x = b := by
  rw [pairSum_mem_iff hN (Submodule.mem_span_singleton_self φ)]
  constructor
  · rintro ⟨v, hv, c, h⟩
    obtain ⟨t, rfl⟩ := Submodule.mem_span_singleton.1 hv
    simp only [Pi.smul_apply, smul_eq_mul] at h
    rcases isEmpty_or_nonempty X with hX | ⟨⟨o⟩⟩
    · exact ⟨0, 0, fun x => isEmptyElim x⟩
    · -- every value of `φ` is a root of one quadratic equation
      refine ⟨φ o, t - φ o, fun x => ?_⟩
      have key : (φ x - φ o) * (φ x - (t - φ o)) = 0 := by
        linear_combination h x - h o
      rcases mul_eq_zero.1 key with h1 | h1
      · left; linarith
      · right; linarith
  · rintro ⟨a, b, h⟩
    refine ⟨(a + b) • φ, Submodule.smul_mem _ _ (Submodule.mem_span_singleton_self φ),
      -(a * b), fun x => ?_⟩
    rcases h x with h1 | h1 <;> simp only [Pi.smul_apply, smul_eq_mul, h1] <;> ring

/-- For one atom and the density `φ(r) = r` on the real line, the pair sum is a quadratic model
built from `φ`, although `φ²` is not a multiple of `φ` plus a constant. -/
theorem one_atom_counterexample :
    pairSum 1 (fun r : ℝ => r) ∈ quadraticModels 1 (Submodule.span ℝ {fun r : ℝ => r}) ∧
      ¬ InPlusConstants (Submodule.span ℝ {fun r : ℝ => r}) (fun r : ℝ => r ^ 2) := by
  constructor
  · have he : ∀ i : Fin 1, univ.erase i = ∅ := by decide
    have h0 : pairSum 1 (fun r : ℝ => r) = 0 := by
      funext x
      simp only [pairSum, he, Finset.sum_empty, Finset.sum_const_zero, Pi.zero_apply]
    rw [h0]
    exact Submodule.zero_mem _
  · rintro ⟨v, hv, c, h⟩
    obtain ⟨t, rfl⟩ := Submodule.mem_span_singleton.1 hv
    simp only [Pi.smul_apply, smul_eq_mul] at h
    -- compare the values at 0, 1 and -1
    linarith [h 0, h 1, h (-1)]

end

end DensityProductSelfInteraction
```

```lean
#print axioms DensityProductSelfInteraction.atomSum_mem_iff
#print axioms DensityProductSelfInteraction.single_density_iff
#print axioms DensityProductSelfInteraction.one_atom_counterexample
```

```
'DensityProductSelfInteraction.atomSum_mem_iff' depends on axioms: [propext, Classical.choice, Quot.sound]
'DensityProductSelfInteraction.single_density_iff' depends on axioms: [propext, Classical.choice, Quot.sound]
'DensityProductSelfInteraction.one_atom_counterexample' depends on axioms: [propext, Classical.choice, Quot.sound]
```

## Densities, pair sums and the model space

Let $X$ be the set of possible states of one neighbour: its position relative to the central atom, say, or its position together with its chemical species. A configuration of $N$ atoms is a list $x=(x_1,\dots,x_N)$ of elements of $X$, in Lean a map `Fin N → X`. For a real function $f$ on $X$, `atomSum N f` is the density

$$A_f(x)=\sum_i f(x_i),$$

and `pairSum N φ` is the sum over ordered pairs of different atoms,

$$P_\varphi(x)=\sum_i\sum_{j\neq i}\varphi(x_i)\varphi(x_j).$$

The condition $j\neq i$ appears in the code as `univ.erase i`. Each unordered pair is counted twice. The docstrings also call the one-atom function $\varphi$ itself a density; in the prose the word means the sum $A_\varphi$.

The space $V$ of allowed one-atom functions is a `Submodule ℝ (X → ℝ)`, that is, any real linear space of functions on $X$. It may have infinite dimension, and neither continuity nor any other regularity is required. From it, `quadraticModels N V` collects all finite linear combinations of the constant 1, the densities $A_f$ and the products $A_fA_g$ with $f,g\in V$. I write $Q$ for this space.

The predicate `InPlusConstants V h` says that $h=v+c$ for some $v\in V$ and some real number $c$. The main theorem, `pairSum_mem_iff`, then reads: if $N\ge 2$ and $\varphi\in V$, then

$$P_\varphi\in Q\quad\Longleftrightarrow\quad \varphi^2=v+c\ \text{ with } v\in V,\ c\in\mathbb R.$$

Membership in $Q$ means equality of functions on all configurations, with coefficients that do not depend on the configuration.

## What this means for a three-body term

If the atoms are the neighbours of a central atom, $P_\varphi$ is a sum of three-body terms: each involves the centre and two different neighbours. Evaluated directly, it needs a double sum, whereas $A_\varphi^2$ needs only a single sum and a square. The price of the cheaper form is the diagonal $i=j$, which depends on one neighbour at a time and is therefore a two-body contribution. The theorem tells us when the two-body and constant terms of the same model can compensate for it.

This bears on potentials that are linear in products of densities, such as the linear models of the atomic cluster expansion, within a model that stops at second order, has a fixed number of neighbours and asks for exact equality. How well a fit can approximate $P_\varphi$ when the condition fails is a different question. Rotational symmetry is not imposed, and both factors of the pair term use the same function $\varphi$.

One idealisation matters for the "only if" direction. Configurations are arbitrary lists, so several atoms may be in the same state, and the proof uses such lists. This is natural when $x_i$ is the species on site $i$ of an alloy. When $x_i$ is a position, it includes atoms on top of each other. If equality is demanded only for atoms kept a minimum distance apart, the "only if" direction can fail: when $\varphi$ vanishes outside a region too small to hold two atoms, $P_\varphi$ is zero on every allowed configuration, and so it is matched by the zero model whether or not $\varphi^2$ lies in $V$ plus constants.

To see what the condition asks for, consider some examples argued here in prose and not in the file. Let $X$ be an interval of positive length and $V$ the polynomials of degree at most $d$. If $\varphi$ has degree $m\le d$, its square has degree $2m$, so the self-interaction can be removed exactly when $2m\le d$. For a general $V$, adding the function $\varphi^2$ to the space is always enough.

## Subtracting the diagonal

For a fixed atom $i$, the sum over the other atoms is the full sum without its $i$-th term:

$$\sum_{j\neq i}\varphi(x_i)\varphi(x_j)=\varphi(x_i)A_\varphi(x)-\varphi(x_i)^2.$$

Summing over $i$ gives

$$P_\varphi=A_\varphi^2-A_{\varphi^2}.$$

This is `pairSum_eq`. Its inner statement `h` is the formula for fixed $i$, obtained from `Finset.add_sum_erase`, which splits one term off a finite sum.

Since $\varphi\in V$, the product $A_\varphi^2$ belongs to $Q$; this is `hP` in the main theorem. As $Q$ is a linear space, $P_\varphi$ belongs to it if and only if $A_{\varphi^2}$ does. The two halves of the proof of `pairSum_mem_iff` are these two subtractions. What remains is to decide for which one-atom functions $h$ the density $A_h$ is in $Q$.

## Moving one atom, then two

One direction is immediate. If $h=v+c$ with $v\in V$, then $A_h=A_v+Nc$, a density from $V$ plus a multiple of the constant 1. The constant term contains $N$, so the coefficients of the resulting model may depend on the number of atoms.

For the other direction, suppose that $A_h\in Q$. If $X$ is empty there is nothing to show. Otherwise choose a reference state $o\in X$ and write $N=n+2$. For a function $F$ of configurations, let $F(y,z)$ be its value with one atom at $y$, one at $z$ and the other $n$ at $o$. This configuration is `twoMoved n o y z`, and `atomSum_twoMoved` evaluates a density on it:

$$A_f(y,z)=f(y)+f(z)+n f(o).$$

Now move $k=0,1,2$ atoms from $o$ to the same state $x$. With $\delta_f=f(x)-f(o)$, the density takes the value $Nf(o)+k\,\delta_f$, which is linear in $k$. A product of two densities is therefore quadratic in $k$:

$$A_fA_g=N^2f(o)g(o)+kN\big(f(o)\delta_g+g(o)\delta_f\big)+k^2\delta_f\delta_g.$$

The last term contains the product $f(x)g(x)$, which need not lie in $V$ plus constants. The following combination eliminates it:

$$L F(x)=2F(x,o)-\tfrac12F(x,x)-\tfrac32F(o,o).$$

It is the one-sided three-point formula for the slope at $k=0$. On a constant it gives $2-\tfrac12-\tfrac32=0$, on $k$ it gives $2-1=1$, and on $k^2$ it gives $2-2=0$. Consequently

$$L(1)=0,\qquad L(A_f)(x)=f(x)-f(o),$$

$$L(A_fA_g)(x)=Nf(o)\,g(x)+Ng(o)\,f(x)-2Nf(o)g(o).$$

For $f,g\in V$, all three results are members of $V$ plus a constant. Because $L$ is linear, the same is true of $LF$ for every $F\in Q$.

The theorem `extrapolation_mem` carries out this argument by induction over the span (`Submodule.span_induction`). The case `mem` treats the three kinds of generator and supplies the element of $V$ and the constant explicitly, as in the formulas above, after which `norm_num` (for the constant 1) or `ring` (for the other two) confirms the identity. The cases `zero`, `add` and `smul` express the linearity of $L$.

The formula for $L(A_f)$ holds for any one-atom function, in $V$ or not. Applied to $A_h\in Q$, it gives $h(x)-h(o)=v(x)+c$ with $v\in V$, and so $h=v+(c+h(o))$. This completes `atomSum_mem_iff`, where `linear_combination key` moves $h(o)$ to the other side. Setting $h=\varphi^2$ yields the main theorem.

## A model with a single density

Suppose that $V$ consists only of the multiples of $\varphi$, written `Submodule.span ℝ {φ}`. The condition becomes $\varphi^2=t\varphi+c$ for real numbers $t$ and $c$. Subtracting the equation at $o$ from the equation at $x$ and factorising, we obtain

$$\big(\varphi(x)-\varphi(o)\big)\big(\varphi(x)-(t-\varphi(o))\big)=0.$$

Every value of $\varphi$ is thus either $\varphi(o)$ or $t-\varphi(o)$. Conversely, if $\varphi$ takes only the values $a$ and $b$, then $(\varphi-a)(\varphi-b)=0$, which means $\varphi^2=(a+b)\varphi-ab$. Hence `single_density_iff`: for $N\ge2$, the pair sum is a quadratic model built from $\varphi$ alone if and only if $\varphi$ takes at most two values. The Lean proof uses the same factorisation, as `key`, and the same coefficients in the converse.

A species indicator in a binary alloy, equal to 1 for one species and 0 for the other, satisfies $\varphi^2=\varphi$. If $M$ atoms belong to the first species, $P_\varphi=M^2-M=M(M-1)$, the number of ordered pairs of different atoms of that species. A continuous radial function $\varphi$ that is not constant on an interval of distances takes more than two values, so for $N\ge2$ the self-interaction in $A_\varphi^2$ cannot be removed by a quadratic model built from $A_\varphi$ alone.

## Two atoms, and why one is too few

For $N=2$ there are no spectator atoms at $o$, and the pair sum is simply $P_\varphi=2\varphi(x_1)\varphi(x_2)$. The combination $L$ can be applied to it directly:

$$L P_\varphi(x)=4\varphi(o)\varphi(x)-\varphi(x)^2-3\varphi(o)^2.$$

If $P_\varphi\in Q$, the left side is in $V$ plus constants. So are the first and last terms on the right, and therefore $\varphi^2$ is as well. Even this single product of two one-atom functions is out of reach of the quadratic model when $\varphi^2$ is not available.

With one atom there is no pair, so $P_\varphi=0$, which belongs to every $Q$ whatever $\varphi$ is. The theorem `one_atom_counterexample` takes $\varphi(r)=r$ on the real line and $V$ spanned by $\varphi$. If $r^2=tr+c$ held for all $r$, then $r=0$ would give $c=0$, while adding the equations at $r=1$ and $r=-1$ would give $c=1$. The equivalence therefore fails for $N=1$, and the hypothesis $N\ge2$ cannot be weakened to $N\ge1$. The argument with $L$ needs a second atom to move, since only then can the quadratic term be separated from the linear one.
